# An upper bound of Slater-Kirkwood form on the dispersion coefficient of two atoms with finitely many poles

Two neutral atoms in spherically symmetric ground states attract each other with leading energy −C_AB/R⁶, where the distance R is large compared with the atoms but small enough for retardation to be neglected. The coefficient C_AB depends on the whole excitation spectrum of both atoms. Often only the static polarisability and the number of electrons are known. How large can C_AB then be?

Let atom A have finitely many excitations, at least one, with oscillator strengths f_i > 0 and frequencies w_i > 0. Atom B likewise has g_j and v_j. In atomic units

C_AB = (3/2) Σ_ij f_i g_j / (w_i v_j (w_i + v_j)).

Define N_A = Σ f_i, α_A = Σ f_i/w_i² and S_A = Σ f_i/w_i, and the same for B. The claim is

C_AB ≤ (3/2) α_A α_B / (√(α_A/N_A) + √(α_B/N_B)).

For a complete spectrum the sum rule makes N the number of electrons, and α is the static polarisability.

## Derivation from a tangent plane

For positive x, y, W, V,

(V²x + W²y)(x + y) − xy(W + V)² = (Vx − Wy)² ≥ 0,

and therefore

xy/(x + y) ≤ (V²x + W²y)/(W + V)².

Each term of C_AB is (f_i/w_i²)(g_j/v_j²) times w_i v_j/(w_i + v_j). Applying the inequality with x = w_i, y = v_j and summing gives, for any trial pair W, V,

C_AB ≤ (3/2)(V² S_A α_B + W² α_A S_B)/(W + V)².

Now take W = W_A = √(N_A/α_A) and V = W_B = √(N_B/α_B). Define the spread D_A = Σ (f_i/w_i²)(w_i − W_A)². Expanding the square and using W_A² α_A = N_A,

D_A = N_A − 2W_A S_A + W_A² α_A = 2W_A(α_A W_A − S_A).

Hence S_A = α_A W_A − D_A/(2W_A), and similarly for B. Substitution gives

C_AB ≤ (3/2) α_A α_B W_A W_B/(W_A + W_B) − (3/4)(W_B² α_B D_A/W_A + W_A² α_A D_B/W_B)/(W_A + W_B)².

The first term is the claimed bound, because W_A W_B/(W_A + W_B) = 1/(1/W_A + 1/W_B). The second is a deficit that can be dropped, since D_A, D_B ≥ 0.

## Two poles against one

Let A have (f, w) = (1, 1) and (49, 7), and let B have (1, 1). Then N_A = 50, α_A = 2, S_A = 8, W_A = 5 and D_A = 16 + 4 = 20, while N_B = α_B = S_B = W_B = 1 and D_B = 0.

C_AB = (3/2)(1/2 + 7/8) = 2.0625

bound = (3/2)·2·(5/6) = 2.5

deficit = (3/4)(20/5)/36 ≈ 0.083

The coefficient and the deficit together stay below 2.5.

## Spectra and moments in Lean

```lean
import Mathlib

open Finset

namespace HeteronuclearSlaterKirkwood

noncomputable section
```

A `PoleSet` is one atom's spectrum, with positivity built in. The strengths g_j and frequencies v_j appear as `B.f j` and `B.w j`.

```lean
/-- The excitation spectrum of an atom: poles with positive oscillator strengths `f`
and positive frequencies `w`. -/
structure PoleSet (ι : Type*) where
  f : ι → ℝ
  w : ι → ℝ
  f_pos : ∀ i, 0 < f i
  w_pos : ∀ i, 0 < w i
```

The two index types are finite and may differ, so the atoms need not have equally many poles. `N` is simply the summed strength; no sum rule is imposed.

```lean
variable {ι κ : Type*} [Fintype ι] [Fintype κ]

/-- The total oscillator strength `N = ∑ f_i`. -/
def PoleSet.N (A : PoleSet ι) : ℝ := ∑ i, A.f i

/-- The static polarisability `α = ∑ f_i / w_i²`. -/
def PoleSet.alpha (A : PoleSet ι) : ℝ := ∑ i, A.f i / A.w i ^ 2

/-- The intermediate moment `S = ∑ f_i / w_i` of the oscillator strengths. -/
def PoleSet.S (A : PoleSet ι) : ℝ := ∑ i, A.f i / A.w i
```

`effFreq` is W_A. `spread` is D_A: it is not a normalised variance, and it is centred on W_A instead of the mean.

```lean
/-- The effective frequency `√(N/α)`, for a nonempty set of poles. -/
def PoleSet.effFreq (A : PoleSet ι) : ℝ := Real.sqrt (A.N / A.alpha)

/-- The spread of the spectrum about its effective frequency, each pole being weighted
by its share `f_i / w_i²` of the polarisability. -/
def PoleSet.spread (A : PoleSet ι) : ℝ :=
  ∑ i, A.f i / A.w i ^ 2 * (A.w i - A.effFreq) ^ 2
```

The perturbation theory that leads to the pair sum is taken as given, as a definition.

```lean
/-- The dispersion coefficient `C_AB` as a sum over pairs of poles. -/
def dispersion (A : PoleSet ι) (B : PoleSet κ) : ℝ :=
  3 / 2 * ∑ i, ∑ j, A.f i * B.f j / (A.w i * B.w j * (A.w i + B.w j))

/-- The heteronuclear Slater-Kirkwood value, for nonempty sets of poles. -/
def slaterKirkwood (A : PoleSet ι) (B : PoleSet κ) : ℝ :=
  3 / 2 * A.alpha * B.alpha /
    (Real.sqrt (A.alpha / A.N) + Real.sqrt (B.alpha / B.N))
```

## From the moments to the trial bound

With at least one pole, all three moments are positive.

```lean
/-- For a nonempty set of poles the moments `N`, `α` and `S` are positive. -/
theorem moments_pos [Nonempty ι] (A : PoleSet ι) : 0 < A.N ∧ 0 < A.alpha ∧ 0 < A.S :=
  ⟨sum_pos (fun i _ => A.f_pos i) univ_nonempty,
   sum_pos (fun i _ => div_pos (A.f_pos i) (pow_pos (A.w_pos i) 2)) univ_nonempty,
   sum_pos (fun i _ => div_pos (A.f_pos i) (A.w_pos i)) univ_nonempty⟩
```

In the next proof `hexp` is the expanded square and `hsq` is W_A² α_A = N_A; `linear_combination` subtracts one from the other.

```lean
/-- For a nonempty set of poles the effective frequency `W` is positive, and the spread
of the spectrum equals `2 W (α W - S)`. -/
theorem spread_eq [Nonempty ι] (A : PoleSet ι) :
    0 < A.effFreq ∧ A.spread = 2 * A.effFreq * (A.alpha * A.effFreq - A.S) := by
  obtain ⟨hN, ha, -⟩ := moments_pos A
  refine ⟨Real.sqrt_pos.mpr (div_pos hN ha), ?_⟩
  have hsq : A.effFreq ^ 2 * A.alpha = A.N := by
    unfold PoleSet.effFreq
    rw [Real.sq_sqrt (div_pos hN ha).le, div_mul_cancel₀ _ ha.ne']
  -- expand the square under the sum
  have hexp : A.spread = A.N - 2 * A.effFreq * A.S + A.effFreq ^ 2 * A.alpha := by
    unfold PoleSet.spread PoleSet.N PoleSet.S PoleSet.alpha
    rw [mul_sum, mul_sum, ← sum_sub_distrib, ← sum_add_distrib]
    refine sum_congr rfl fun i _ => ?_
    have := (A.w_pos i).ne'
    field_simp
    ring
  linear_combination hexp - hsq
```

The tangent-plane inequality rests on `nlinarith` with a hint. First `div_le_div_iff₀` clears the two positive denominators, leaving a polynomial inequality. Its right side minus its left side is exactly (Vx − Wy)², so the supplied fact `sq_nonneg (V * x - W * y)`, taken once, closes the goal. The search is easy because the square found by hand is handed over.

```lean
/-- The reduced frequency `xy/(x+y)` of two positive frequencies lies on or below its tangent plane
at any positive pair `(W, V)`. -/
theorem reduced_le_tangent {x y W V : ℝ} (hx : 0 < x) (hy : 0 < y) (hW : 0 < W)
    (hV : 0 < V) : x * y / (x + y) ≤ (V ^ 2 * x + W ^ 2 * y) / (W + V) ^ 2 := by
  rw [div_le_div_iff₀ (by positivity) (by positivity)]
  nlinarith [sq_nonneg (V * x - W * y)]
```

The `calc` block factors each pair term, applies the tangent plane and splits the result; `hsum` then turns the double sums into products of moments.

```lean
/-- Every pair of positive trial frequencies `W`, `V` gives an upper bound on the
dispersion coefficient in terms of the moments `α` and `S` of the two atoms. -/
theorem dispersion_le_trial (A : PoleSet ι) (B : PoleSet κ) {W V : ℝ} (hW : 0 < W)
    (hV : 0 < V) : dispersion A B ≤
      3 / 2 * (V ^ 2 * A.S * B.alpha + W ^ 2 * A.alpha * B.S) / (W + V) ^ 2 := by
  have hsum : ∑ i, ∑ j, (V ^ 2 / (W + V) ^ 2 * (A.f i / A.w i * (B.f j / B.w j ^ 2))
      + W ^ 2 / (W + V) ^ 2 * (A.f i / A.w i ^ 2 * (B.f j / B.w j)))
      = V ^ 2 / (W + V) ^ 2 * (A.S * B.alpha) + W ^ 2 / (W + V) ^ 2 * (A.alpha * B.S) := by
    unfold PoleSet.S PoleSet.alpha
    rw [sum_mul_sum, sum_mul_sum]
    simp only [mul_sum, sum_add_distrib]
  have hle : ∑ i, ∑ j, A.f i * B.f j / (A.w i * B.w j * (A.w i + B.w j)) ≤
      V ^ 2 / (W + V) ^ 2 * (A.S * B.alpha) + W ^ 2 / (W + V) ^ 2 * (A.alpha * B.S) := by
    rw [← hsum]
    refine sum_le_sum fun i _ => sum_le_sum fun j _ => ?_
    have hf := A.f_pos i
    have hg := B.f_pos j
    have hw := A.w_pos i
    have hv := B.w_pos j
    -- each pair of poles is a positive weight times a reduced frequency
    calc A.f i * B.f j / (A.w i * B.w j * (A.w i + B.w j))
        = A.f i / A.w i ^ 2 * (B.f j / B.w j ^ 2) *
            (A.w i * B.w j / (A.w i + B.w j)) := by field_simp
      _ ≤ A.f i / A.w i ^ 2 * (B.f j / B.w j ^ 2) *
            ((V ^ 2 * A.w i + W ^ 2 * B.w j) / (W + V) ^ 2) :=
          mul_le_mul_of_nonneg_left (reduced_le_tangent hw hv hW hV) (by positivity)
      _ = _ := by
          field_simp
  unfold dispersion
  calc _ ≤ 3 / 2 * (V ^ 2 / (W + V) ^ 2 * (A.S * B.alpha)
        + W ^ 2 / (W + V) ^ 2 * (A.alpha * B.S)) := by linarith
    _ = _ := by ring
```

The trial pair W = S_A/α_A, V = S_B/α_B gives a bound in mean frequencies, which needs the extra moment S. In the example it is 2.4.

```lean
/-- For nonempty sets of poles, the dispersion coefficient is bounded through the mean
frequencies `S/α` of the two atoms. -/
theorem dispersion_le_meanFreq [Nonempty ι] [Nonempty κ] (A : PoleSet ι) (B : PoleSet κ) :
    dispersion A B ≤ 3 / 2 * (A.S * B.S) / (A.S / A.alpha + B.S / B.alpha) := by
  obtain ⟨-, ha, hs⟩ := moments_pos A
  obtain ⟨-, hb, ht⟩ := moments_pos B
  have key : ∀ a b x y : ℝ, 0 < x → 0 < y →
      3 / 2 * (y ^ 2 * (a * x) * b + x ^ 2 * a * (b * y)) / (x + y) ^ 2
        = 3 / 2 * ((a * x) * (b * y)) / (x + y) := by
    intro a b x y hx hy
    have : x + y ≠ 0 := by positivity
    rw [div_eq_div_iff (pow_ne_zero 2 this) this]
    ring
  have h := key A.alpha B.alpha _ _ (div_pos hs ha) (div_pos ht hb)
  rw [mul_div_cancel₀ A.S ha.ne', mul_div_cancel₀ B.S hb.ne'] at h
  exact (dispersion_le_trial A B (div_pos hs ha) (div_pos ht hb)).trans_eq h
```

## The deficit and the final bound

Inverting the square roots puts the Slater-Kirkwood value in terms of effective frequencies.

```lean
/-- For nonempty sets of poles, the Slater-Kirkwood value is the polarisability product
times the reduced effective frequency, with the prefactor `3/2`. -/
theorem slaterKirkwood_eq [Nonempty ι] [Nonempty κ] (A : PoleSet ι) (B : PoleSet κ) :
    slaterKirkwood A B = 3 / 2 * A.alpha * B.alpha *
      (A.effFreq * B.effFreq / (A.effFreq + B.effFreq)) := by
  unfold slaterKirkwood
  rw [← inv_div A.N A.alpha, ← inv_div B.N B.alpha, Real.sqrt_inv, Real.sqrt_inv]
  change _ / (A.effFreq⁻¹ + B.effFreq⁻¹) = _
  rw [inv_add_inv (spread_eq A).1.ne' (spread_eq B).1.ne', div_div_eq_mul_div,
    mul_div_assoc]
```

Here `key` is the substitution for S_A and S_B done above, as an identity in six real numbers.

```lean
/-- For nonempty sets of poles, the Slater-Kirkwood value exceeds the dispersion
coefficient by at least an explicit combination of the spreads of the two spectra. -/
theorem dispersion_add_deficit_le [Nonempty ι] [Nonempty κ]
    (A : PoleSet ι) (B : PoleSet κ) :
    dispersion A B + 3 / 4 * (B.effFreq ^ 2 * B.alpha * A.spread / A.effFreq
      + A.effFreq ^ 2 * A.alpha * B.spread / B.effFreq) / (A.effFreq + B.effFreq) ^ 2
      ≤ slaterKirkwood A B := by
  obtain ⟨hW, hA⟩ := spread_eq A
  obtain ⟨hV, hB⟩ := spread_eq B
  have h := dispersion_le_trial A B hW hV
  rw [slaterKirkwood_eq, hA, hB]
  -- the trial bound and the deficit add up to the Slater-Kirkwood value
  have key : ∀ a b s t x y : ℝ, 0 < x → 0 < y →
      3 / 2 * (y ^ 2 * s * b + x ^ 2 * a * t) / (x + y) ^ 2
        + 3 / 4 * (y ^ 2 * b * (2 * x * (a * x - s)) / x
          + x ^ 2 * a * (2 * y * (b * y - t)) / y) / (x + y) ^ 2
        = 3 / 2 * a * b * (x * y / (x + y)) := by
    intro a b s t x y hx hy
    have : x + y ≠ 0 := by positivity
    field_simp
    ring
  linarith [key A.alpha B.alpha A.S B.S _ _ hW hV]
```

The main theorem drops the deficit after showing that it is non-negative.

```lean
/-- Heteronuclear Slater-Kirkwood bound: for nonempty sets of poles, the dispersion
coefficient is at most the Slater-Kirkwood value. -/
theorem dispersion_le_slaterKirkwood [Nonempty ι] [Nonempty κ]
    (A : PoleSet ι) (B : PoleSet κ) :
    dispersion A B ≤ 3 / 2 * A.alpha * B.alpha /
      (Real.sqrt (A.alpha / A.N) + Real.sqrt (B.alpha / B.N)) := by
  have h := dispersion_add_deficit_le A B
  have hW := (spread_eq A).1
  have hV := (spread_eq B).1
  have ha := (moments_pos A).2.1
  have hb := (moments_pos B).2.1
  have hA : 0 ≤ A.spread := sum_nonneg fun i _ =>
    mul_nonneg (div_pos (A.f_pos i) (pow_pos (A.w_pos i) 2)).le (sq_nonneg _)
  have hB : 0 ≤ B.spread := sum_nonneg fun i _ =>
    mul_nonneg (div_pos (B.f_pos i) (pow_pos (B.w_pos i) 2)).le (sq_nonneg _)
  have hd : 0 ≤ 3 / 4 * (B.effFreq ^ 2 * B.alpha * A.spread / A.effFreq
      + A.effFreq ^ 2 * A.alpha * B.spread / B.effFreq) / (A.effFreq + B.effFreq) ^ 2 := by
    positivity
  change _ ≤ slaterKirkwood A B
  linarith

end

end HeteronuclearSlaterKirkwood
```

```lean
#print axioms HeteronuclearSlaterKirkwood.dispersion_le_meanFreq
#print axioms HeteronuclearSlaterKirkwood.dispersion_le_slaterKirkwood
```

```
'HeteronuclearSlaterKirkwood.dispersion_le_meanFreq' depends on axioms: [propext, Classical.choice, Quot.sound]
'HeteronuclearSlaterKirkwood.dispersion_le_slaterKirkwood' depends on axioms: [propext, Classical.choice, Quot.sound]
```

## Real atoms and fitted electron numbers

A real atom has infinitely many bound excitations and a continuum; passing from finite sums to that spectrum is the step left open. Response calculations in a finite basis do give finitely many poles. Those of zero strength, from dipole-forbidden excitations, add nothing to the sums and can be left out. If the remaining strengths and frequencies are positive, the bound holds for the C_AB computed from these poles, with α and N computed from them as well. Simulation models often insert a fitted effective electron number for N, and the inequality then carries no guarantee.
